# Equal plaquette fluxes fix the Peierls phases on the infinite square lattice up to a gauge transformation

Two tight-binding calculations for the same magnetic field, one in the Landau gauge and one in the symmetric gauge, start from hopping amplitudes that in general disagree on most bonds. If agreement of the fluxes did not guarantee a gauge transformation between them, a difference in their results could be physics or bookkeeping, and nothing in the fluxes would tell which.

## From equal fluxes to a site function

Let $x(m,n)$ be the phase on the bond $(m,n)\to(m+1,n)$ and $y(m,n)$ the phase on $(m,n)\to(m,n+1)$, for all integers $m,n$. The flux through a plaquette is

$$F(m,n)=x(m,n)+y(m+1,n)-x(m,n+1)-y(m,n).$$

Let $x',y'$ be a second assignment with flux $F'$, and put $u=x'-x$, $v=y'-y$. The claim is that $F=F'$ everywhere if and only if a real function $\theta$ exists with

$$u(m,n)=\theta(m+1,n)-\theta(m,n),\qquad v(m,n)=\theta(m,n+1)-\theta(m,n).$$

If $\theta$ exists, then $F'-F=u(m,n)+v(m+1,n)-u(m,n+1)-v(m,n)$. Each corner value of $\theta$ enters this sum once with each sign, so it vanishes.

For the other direction, define a signed sum along the integer line by

$$(Sf)(k)=\sum_{i=0}^{k-1}f(i)\ \ (k\ge 0),\qquad (Sf)(k)=-\sum_{i=k}^{-1}f(i)\ \ (k<0).$$

On either side of the origin, $(Sf)(k+1)-(Sf)(k)=f(k)$. Sum the phase change up the column $m=0$, then along row $n$:

$$\theta(m,n)=S[v(0,\cdot)](n)+S[u(\cdot,n)](m).$$

The horizontal differences are correct at once. Let $e(m,n)=\theta(m,n+1)-\theta(m,n)-v(m,n)$ be the vertical error. Then

$$e(m+1,n)-e(m,n)=u(m,n+1)-u(m,n)-v(m+1,n)+v(m,n)=F-F'=0.$$

The error is therefore independent of $m$. At $m=0$ the row sums are empty and the column sum gives $e(0,n)=0$, so $e=0$ everywhere. Two solutions $\theta$ differ by a function with zero forward differences, which is a constant.

## The effect on the Hamiltonian

With real hopping amplitude $t$, let

$$\begin{aligned}(H\psi)(m,n)=-t\big[&e^{ix(m-1,n)}\psi(m-1,n)+e^{-ix(m,n)}\psi(m+1,n)\\&+e^{iy(m,n-1)}\psi(m,n-1)+e^{-iy(m,n)}\psi(m,n+1)\big],\end{aligned}$$

and let $H'$ be the same with $x',y'$. The bond relations give

$$\begin{aligned}x'(m-1,n)+\theta(m-1,n)&=\theta(m,n)+x(m-1,n),\\-x'(m,n)+\theta(m+1,n)&=\theta(m,n)-x(m,n),\end{aligned}$$

and likewise for $y'$. Every term of $H'(e^{i\theta}\psi)$ thus contains the common factor $e^{i\theta(m,n)}$, so $H'e^{i\theta}=e^{i\theta}H$. For this non-interacting, nearest-neighbour model, a solution of $H\psi=E\psi$ becomes a solution for $H'$ with the same energy and the same site densities $|\psi|^2$.

## Landau and symmetric gauges at a quarter flux quantum

The Landau gauge has $x=0$, $y=\varphi m$; the symmetric gauge has $x'=-\varphi n/2$, $y'=\varphi m/2$. Both have flux $\varphi$, and $\theta=-\varphi mn/2$ connects them.

Take $\varphi=\pi/2$, a quarter of the phase $2\pi$ that corresponds to one flux quantum $h/e$. On the bond $(2,1)\to(2,2)$ the phase changes from $\pi$ to $\pi/2$, and $\theta(2,2)-\theta(2,1)=-\pi+\pi/2=-\pi/2$. On $(2,1)\to(3,1)$ it changes from $0$ to $-\pi/4$, and $\theta(3,1)-\theta(2,1)=-3\pi/4+\pi/2=-\pi/4$.

In a code with an open rectangular patch, $\theta$ comes from two cumulative sums, and the check is that $H'-UHU^\dagger$ vanishes to rounding, with $U$ the diagonal matrix of $e^{i\theta}$. With periodic boundaries, equal plaquette fluxes are not enough: the total phases along loops that wind around the torus must also match, modulo $2\pi$.

## Phases, flux and gauge relation in Lean

```lean
import Mathlib

namespace PeierlsGauge

noncomputable section
```

The phases are real numbers, with charge and $\hbar$ absorbed. `BondPhases` holds $x$ and $y$ on all of $\mathbb Z^2$.

```lean
/-- Real Peierls phases on the square lattice: `x m n` belongs to the bond from `(m, n)` to
`(m + 1, n)`, and `y m n` to the bond from `(m, n)` to `(m, n + 1)`. -/
structure BondPhases where
  x : ℤ → ℤ → ℝ
  y : ℤ → ℤ → ℝ
```

The flux is taken counterclockwise from the lower left corner.

```lean
/-- The flux through the plaquette with lower left corner `(m, n)`: the sum of the bond phases
taken counterclockwise. -/
def flux (A : BondPhases) (m n : ℤ) : ℝ :=
  A.x m n + A.y (m + 1) n - A.x m (n + 1) - A.y m n
```

`GaugeRelated A A' θ` states the two difference equations, with the change taken from `A` to `A'`.

```lean
/-- The site function `θ` carries the phases `A` to `A'`: the change of each bond phase is the
forward difference of `θ` along that bond. -/
def GaugeRelated (A A' : BondPhases) (θ : ℤ → ℤ → ℝ) : Prop :=
  ∀ m n, A'.x m n - A.x m n = θ (m + 1) n - θ m n ∧
    A'.y m n - A.y m n = θ m (n + 1) - θ m n
```

## Summation along a line

`lineSum` is $S$. Since `toNat` sends negative integers to zero, at most one of its two sums is non-empty.

```lean
/-- The signed sum of `f` along the integer line from the origin to `k`. -/
def lineSum (f : ℤ → ℝ) (k : ℤ) : ℝ :=
  ∑ i ∈ Finset.range k.toNat, f (i : ℤ) -
    ∑ i ∈ Finset.range (-k).toNat, f (-(i : ℤ) - 1)
```

The proof of the difference property splits at the origin. In each case one sum gains or loses its last term.

```lean
/-- The forward difference of the signed line sum of `f` is `f`, on both sides of the origin. -/
theorem lineSum_step (f : ℤ → ℝ) (k : ℤ) : lineSum f (k + 1) - lineSum f k = f k := by
  unfold lineSum
  rcases le_or_gt 0 k with hk | hk
  · obtain ⟨j, rfl⟩ : ∃ j : ℕ, k = (j : ℤ) := ⟨k.toNat, by omega⟩
    have h1 : ((j : ℤ) + 1).toNat = j + 1 := by omega
    have h2 : (-((j : ℤ) + 1)).toNat = 0 := by omega
    have h3 : (j : ℤ).toNat = j := by omega
    have h4 : (-(j : ℤ)).toNat = 0 := by omega
    rw [h1, h2, h3, h4, Finset.sum_range_succ]
    ring
  · obtain ⟨j, rfl⟩ : ∃ j : ℕ, k = -(j : ℤ) - 1 := ⟨(-k - 1).toNat, by omega⟩
    have h1 : (-(j : ℤ) - 1 + 1).toNat = 0 := by omega
    have h2 : (-(-(j : ℤ) - 1 + 1)).toNat = j := by omega
    have h3 : (-(j : ℤ) - 1).toNat = 0 := by omega
    have h4 : (-(-(j : ℤ) - 1)).toNat = j + 1 := by omega
    rw [h1, h2, h3, h4, Finset.sum_range_succ]
    ring
```

The next lemma says that zero forward difference means constant, by induction upwards and downwards from $0$.

```lean
/-- A function on the integer line whose value never changes from one site to the next equals
its value at the origin everywhere. -/
theorem eq_of_step (F : ℤ → ℝ) (h : ∀ k, F (k + 1) = F k) (k : ℤ) : F k = F 0 := by
  have hpos : ∀ j : ℕ, F (j : ℤ) = F 0 := by
    intro j
    induction j with
    | zero => simp
    | succ j ih =>
      push_cast
      rw [h, ih]
  have hneg : ∀ j : ℕ, F (-(j : ℤ)) = F 0 := by
    intro j
    induction j with
    | zero => simp
    | succ j ih =>
      have hs := h (-((j : ℤ) + 1))
      have e : -((j : ℤ) + 1) + 1 = -(j : ℤ) := by ring
      rw [e] at hs
      push_cast
      rw [← hs, ih]
  rcases le_total 0 k with hk | hk
  · have e : k = (k.toNat : ℤ) := by omega
    rw [e]
    exact hpos _
  · have e : k = -((-k).toNat : ℤ) := by omega
    rw [e]
    exact hneg _
```

## The lattice Poincaré lemma

The candidate $\theta$ is the column-then-row sum.

```lean
/-- The phase change from `A` to `A'` summed from the origin up the column `m = 0` and then
along the row `n`. -/
def pathPotential (A A' : BondPhases) (m n : ℤ) : ℝ :=
  lineSum (fun j => A'.y 0 j - A.y 0 j) n + lineSum (fun i => A'.x i n - A.x i n) m
```

The theorem is the degree-one case, on the square lattice, of the Poincaré lemma. Its flux hypothesis says that the two assignments have the same magnetic flux in each cell; that flux may vary from cell to cell. It requires equality as real numbers, although the Hamiltonian sees phases only modulo $2\pi$.

In the proof, `hx` gives the horizontal differences and `h0` the vertical ones at $m=0$. Then `hs` shows that $e$ does not change from column to column, and `hD` carries its value back to $m=0$.

```lean
/-- Discrete Poincaré lemma: two assignments of bond phases are related by a real site function
if and only if they have the same flux through every plaquette. -/
theorem gaugeRelated_iff_flux_eq (A A' : BondPhases) :
    (∃ θ, GaugeRelated A A' θ) ↔ ∀ m n, flux A m n = flux A' m n := by
  constructor
  · -- the differences of `θ` cancel around a plaquette
    rintro ⟨θ, h⟩ m n
    have h1 := (h m n).1
    have h2 := (h (m + 1) n).2
    have h3 := (h m (n + 1)).1
    have h4 := (h m n).2
    unfold flux
    linarith
  · intro hf
    have hx : ∀ m n, A'.x m n - A.x m n =
        pathPotential A A' (m + 1) n - pathPotential A A' m n := by
      intro m n
      have h1 : lineSum (fun i => A'.x i n - A.x i n) (m + 1) -
          lineSum (fun i => A'.x i n - A.x i n) m = A'.x m n - A.x m n := lineSum_step _ m
      unfold pathPotential
      linarith
    -- on the column `m = 0` the vertical differences are correct by construction
    have h0 : ∀ n, pathPotential A A' 0 (n + 1) - pathPotential A A' 0 n =
        A'.y 0 n - A.y 0 n := by
      intro n
      have hz : ∀ f : ℤ → ℝ, lineSum f 0 = 0 := fun f => by simp [lineSum]
      have h1 : lineSum (fun j => A'.y 0 j - A.y 0 j) (n + 1) -
          lineSum (fun j => A'.y 0 j - A.y 0 j) n = A'.y 0 n - A.y 0 n := lineSum_step _ n
      unfold pathPotential
      rw [hz, hz]
      linarith
    refine ⟨pathPotential A A', fun m n => ⟨hx m n, ?_⟩⟩
    -- equal fluxes carry this from each column to the next
    have hs : ∀ k, pathPotential A A' (k + 1) (n + 1) - pathPotential A A' (k + 1) n -
        (A'.y (k + 1) n - A.y (k + 1) n) =
        pathPotential A A' k (n + 1) - pathPotential A A' k n - (A'.y k n - A.y k n) := by
      intro k
      have h1 := hx k n
      have h2 := hx k (n + 1)
      have h3 := hf k n
      unfold flux at h3
      linarith
    have hD : pathPotential A A' m (n + 1) - pathPotential A A' m n -
        (A'.y m n - A.y m n) =
        pathPotential A A' 0 (n + 1) - pathPotential A A' 0 n - (A'.y 0 n - A.y 0 n) :=
      eq_of_step (fun k => pathPotential A A' k (n + 1) - pathPotential A A' k n -
        (A'.y k n - A.y k n)) hs m
    have h4 := h0 n
    linarith
```

Uniqueness applies `eq_of_step` along row $n$ to the column $m=0$, then down that column to the origin.

```lean
/-- Two site functions that carry `A` to the same `A'` differ by a constant. -/
theorem gauge_unique {A A' : BondPhases} {θ θ' : ℤ → ℤ → ℝ}
    (h : GaugeRelated A A' θ) (h' : GaugeRelated A A' θ') (m n : ℤ) :
    θ' m n - θ m n = θ' 0 0 - θ 0 0 := by
  have hm : ∀ k, θ' (k + 1) n - θ (k + 1) n = θ' k n - θ k n := by
    intro k
    linarith [(h k n).1, (h' k n).1]
  have hn : ∀ k, θ' 0 (k + 1) - θ 0 (k + 1) = θ' 0 k - θ 0 k := by
    intro k
    linarith [(h 0 k).2, (h' 0 k).2]
  exact (eq_of_step (fun k => θ' k n - θ k n) hm m).trans
    (eq_of_step (fun k => θ' 0 k - θ 0 k) hn n)
```

## Covariance of the hopping Hamiltonian

```lean
/-- The unit complex number `exp(i s)`. -/
def phase (s : ℝ) : ℂ := Complex.exp ((s : ℂ) * Complex.I)

/-- Phase factors multiply when their angles add. -/
theorem phase_add (s r : ℝ) : phase (s + r) = phase s * phase r := by
  unfold phase
  rw [← Complex.exp_add]
  congr 1
  push_cast
  ring
```

`hopping` is $H$, acting on arbitrary complex lattice functions. No normalisation or Hilbert space is imposed, and the field enters only through the bond phases, without a Zeeman term.

```lean
/-- The nearest-neighbour tight-binding Hamiltonian with hopping amplitude `t` and Peierls
phases `A`, acting on a lattice wavefunction. -/
def hopping (t : ℝ) (A : BondPhases) (ψ : ℤ → ℤ → ℂ) (m n : ℤ) : ℂ :=
  -(t : ℂ) * (phase (A.x (m - 1) n) * ψ (m - 1) n + phase (-A.x m n) * ψ (m + 1) n +
    phase (A.y m (n - 1)) * ψ m (n - 1) + phase (-A.y m n) * ψ m (n + 1))

/-- The local phase change `ψ ↦ exp(iθ) ψ` of a lattice wavefunction. -/
def gaugeTransform (θ : ℤ → ℤ → ℝ) (ψ : ℤ → ℤ → ℂ) (m n : ℤ) : ℂ :=
  phase (θ m n) * ψ m n
```

The identities `e1` to `e4` are the phase relations for the left, right, lower and upper neighbours. `linear_combination` adds them with weights $-t\,\psi$.

```lean
/-- Gauge covariance: if `θ` carries `A` to `A'`, the local phase change by `θ` intertwines the
two hopping Hamiltonians. -/
theorem hopping_covariant {A A' : BondPhases} {θ : ℤ → ℤ → ℝ}
    (h : GaugeRelated A A' θ) (t : ℝ) (ψ : ℤ → ℤ → ℂ) :
    hopping t A' (gaugeTransform θ ψ) = gaugeTransform θ (hopping t A ψ) := by
  funext m n
  -- one identity between phase factors for each of the four neighbours
  have e1 : phase (A'.x (m - 1) n) * phase (θ (m - 1) n) =
      phase (θ m n) * phase (A.x (m - 1) n) := by
    have h1 := (h (m - 1) n).1
    rw [sub_add_cancel] at h1
    rw [← phase_add, ← phase_add]
    exact congrArg phase (by linarith)
  have e2 : phase (-A'.x m n) * phase (θ (m + 1) n) =
      phase (θ m n) * phase (-A.x m n) := by
    rw [← phase_add, ← phase_add]
    exact congrArg phase (by linarith [(h m n).1])
  have e3 : phase (A'.y m (n - 1)) * phase (θ m (n - 1)) =
      phase (θ m n) * phase (A.y m (n - 1)) := by
    have h1 := (h m (n - 1)).2
    rw [sub_add_cancel] at h1
    rw [← phase_add, ← phase_add]
    exact congrArg phase (by linarith)
  have e4 : phase (-A'.y m n) * phase (θ m (n + 1)) =
      phase (θ m n) * phase (-A.y m n) := by
    rw [← phase_add, ← phase_add]
    exact congrArg phase (by linarith [(h m n).2])
  simp only [hopping, gaugeTransform]
  linear_combination (-(t : ℂ)) * (ψ (m - 1) n * e1 + ψ (m + 1) n * e2 +
    ψ m (n - 1) * e3 + ψ m (n + 1) * e4)
```

Combined with the Poincaré lemma, this yields a single $\theta$ that serves every $t$ and every $\psi$.

```lean
/-- If two assignments of bond phases have equal plaquette fluxes, one local phase change
intertwines their hopping Hamiltonians for every amplitude and every wavefunction. -/
theorem hopping_equivalent_of_flux_eq (A A' : BondPhases)
    (hf : ∀ m n, flux A m n = flux A' m n) :
    ∃ θ, ∀ t ψ, hopping t A' (gaugeTransform θ ψ) = gaugeTransform θ (hopping t A ψ) := by
  obtain ⟨θ, h⟩ := (gaugeRelated_iff_flux_eq A A').2 hf
  exact ⟨θ, hopping_covariant h⟩
```

## The two standard gauges

```lean
/-- The Landau gauge with parameter `φ`: only vertical bonds carry a phase, `φ m`. -/
def landauGauge (φ : ℝ) : BondPhases := ⟨fun _ _ => 0, fun m _ => φ * m⟩

/-- The symmetric gauge with parameter `φ`: horizontal bonds carry `-φ n / 2` and vertical bonds
carry `φ m / 2`. -/
def symmetricGauge (φ : ℝ) : BondPhases := ⟨fun _ n => -(φ * n / 2), fun m _ => φ * m / 2⟩
```

The last theorem verifies both fluxes and both difference equations by direct algebra, for every real $\varphi$.

```lean
/-- The Landau and symmetric gauges both have flux `φ` through every plaquette, and the site
function `-φ m n / 2` carries the first to the second. -/
theorem landau_symmetric (φ : ℝ) :
    (∀ m n, flux (landauGauge φ) m n = φ ∧ flux (symmetricGauge φ) m n = φ) ∧
      GaugeRelated (landauGauge φ) (symmetricGauge φ) (fun m n => -(φ * m * n / 2)) := by
  refine ⟨fun m n => ⟨?_, ?_⟩, fun m n => ⟨?_, ?_⟩⟩ <;>
    simp only [flux, landauGauge, symmetricGauge] <;> push_cast <;> ring

end

end PeierlsGauge
```

```lean
#print axioms PeierlsGauge.gauge_unique
#print axioms PeierlsGauge.hopping_equivalent_of_flux_eq
#print axioms PeierlsGauge.landau_symmetric
```

```
'PeierlsGauge.gauge_unique' depends on axioms: [propext, Classical.choice, Quot.sound]
'PeierlsGauge.hopping_equivalent_of_flux_eq' depends on axioms: [propext, Classical.choice, Quot.sound]
'PeierlsGauge.landau_symmetric' depends on axioms: [propext, Classical.choice, Quot.sound]
```
